# The Recoupling Matrix of Three Spins 1 at Total Spin J = 1

Let $v$ be a real unit vector with three components, and let
$$A_{abc}=\delta_{ab}v_c,\qquad B_{abc}=\delta_{bc}v_a,\qquad C_{abc}=\delta_{ac}v_b .$$
Normalize the triples $(A,\;B-C,\;B+C-\tfrac23A)$ and $(B,\;A-C,\;A+C-\tfrac23B)$. Each is then orthonormal, and the overlaps between them form the orthogonal matrix
$$R=\begin{pmatrix}\tfrac13&\tfrac1{\sqrt3}&\tfrac{\sqrt5}3\\[2pt]\tfrac1{\sqrt3}&\tfrac12&-\tfrac{\sqrt{15}}6\\[2pt]\tfrac{\sqrt5}3&-\tfrac{\sqrt{15}}6&\tfrac16\end{pmatrix}.$$
Rows belong to the first triple and columns to the second. Both are numbered 0, 1, 2, and the number is the spin of the pair (1,2) or (2,3) respectively.

## Three spins 1 as a rank-3 tensor

In the Cartesian basis a spin 1 is a vector, and its spin matrices are $(S_k)_{ad}=-i\,\varepsilon_{kad}$. A state of three spins 1 is then a tensor $T_{abc}$ with one index per spin.

Three spins 1 can reach $J=1$ in three ways, since the pair (1,2) may have spin 0, 1 or 2 before the third spin is added. Coupling the pair (2,3) first gives another basis of the same states, and $R$ converts between the two. For three localized spins 1 with isotropic exchange, restricted to $J=1$, the operator $\mathbf S_2\cdot\mathbf S_3$ has the matrix $R\,\mathrm{diag}(-2,-1,1)\,R^{\mathsf T}$ in the first normalized basis, where $\mathbf S_1\cdot\mathbf S_2$ is diagonal.

## The theorems in words

A `Tensor` is a real function of three indices, and `coupled x y z v` is $xA+yB+zC$. The triples are `pair12 v` and `pair23 v`, `overlap` is the full contraction $\sum_{abc}S_{abc}T_{abc}$, and `normalized` divides a tensor by its length. The matrix $R$ is called `table`.

- `intermediate_spin`: member $j$ of each triple satisfies the eigenvalue equation of the squared pair spin with eigenvalue $j(j+1)$.
- `total_spin_one`: every $xA+yB+zC$ satisfies the equation of the total squared spin with eigenvalue $1\cdot(1+1)=2$.
- `orthonormal_triples`: for $v\cdot v=1$, each normalized triple is orthonormal.
- `recoupling`: for $v\cdot v=1$, the overlap of normalized member $i$ of the first triple with normalized member $j$ of the second is $R_{ij}$.
- `table_orthogonal`: $RR^{\mathsf T}=1$.

The first two hold for every real $v$; the hypothesis `v ⬝ᵥ v = 1` enters only with the lengths.

No complex matrices appear. Because $S_k=-iG_k$ with a real rotation generator $G_k$, the squared spin is $-\sum_kG_k^2$, and `spinSq` is defined that way. The physical identification of the generators with spin operators is thus built into the definitions.

The signs in $R$ follow the signs chosen for the six tensors: replacing $B-C$ by $C-B$ reverses row 1. Tables built with another phase convention can therefore differ by signs of whole rows and columns. The theorems treat real $v$ and $J=1$ only. A real $v$ along $z$ describes the state with $M=0$; states with $M=\pm1$ need complex $v$.

## Pair spin from exchange and trace

For the pair (1,2),
$$(\mathbf S_1+\mathbf S_2)^2=2+2+2\,\mathbf S_1\cdot\mathbf S_2 .$$
The identity $\sum_k\varepsilon_{kad}\varepsilon_{kbe}=\delta_{ab}\delta_{de}-\delta_{ae}\delta_{db}$ gives
$$(\mathbf S_1\cdot\mathbf S_2\,T)_{abc}=T_{bac}-\delta_{ab}\sum_dT_{ddc},$$
and hence
$$\big((\mathbf S_1+\mathbf S_2)^2T\big)_{abc}=4T_{abc}+2T_{bac}-2\delta_{ab}\sum_dT_{ddc}.$$

There are three cases.

- $A$ is proportional to $\delta_{ab}$, with trace $3v_c$ over the pair. The eigenvalue is $4+2-6=0$.
- $B-C$ is antisymmetric in $a,b$ and has no trace. The eigenvalue is $4-2=2$.
- $B+C-\frac23A$ is symmetric in $a,b$, with trace $v_c+v_c-\frac23\cdot3v_c=0$. The eigenvalue is $4+2=6$.

These are $j(j+1)$ for $j=0,1,2$. The second triple behaves in the same way for the pair (2,3), because exchanging $b$ and $c$ swaps $A$ and $C$ and leaves $B$ fixed.

## Total spin from the vector

The Kronecker delta is invariant under rotations: the generator acting on its two indices gives $\varepsilon_{kab}+\varepsilon_{kba}=0$. Rotating all three indices of $xA+yB+zC$ therefore only rotates $v$. For a single vector,
$$-\sum_k\varepsilon_k^2\,v=2v,$$
so the total squared spin is 2, which means $J=1$.

## Lengths and overlaps

Contracting directly with $v\cdot v=1$ gives $A\cdot A=\sum_{ab}\delta_{ab}^2=3$ and $A\cdot B=\sum_{abc}\delta_{ab}\delta_{bc}v_cv_a=1$. The remaining contractions follow the same pattern. For coefficients $(x,y,z)$ and $(x',y',z')$ the overlap is therefore
$$2(xx'+yy'+zz')+(x+y+z)(x'+y'+z').$$

The squared lengths in each triple are $3$, $4$ and
$$2\left(\tfrac49+1+1\right)+\left(\tfrac43\right)^2=\tfrac{20}3,$$
so the lengths are $\sqrt3$, $2$ and $2\sqrt{15}/3$. Within the first triple,
$$\begin{aligned}
A\cdot(B-C)&=1-1=0,\\
A\cdot(B+C-\tfrac23A)&=1+1-2=0,\\
(B-C)\cdot(B+C-\tfrac23A)&=2(1-1)+0=0.
\end{aligned}$$
Swapping the names $A$ and $B$ turns the first triple into the second and preserves all these contractions, so the second triple is orthogonal too.

The overlaps between the unnormalized triples are
$$\begin{pmatrix}1&2&\tfrac{10}3\\[2pt]2&2&-\tfrac{10}3\\[2pt]\tfrac{10}3&-\tfrac{10}3&\tfrac{10}9\end{pmatrix}.$$
Dividing each entry by the two lengths gives $R$. For example,
$$R_{02}=\frac{10/3}{\sqrt3\cdot2\sqrt{15}/3}=\frac{\sqrt5}3,\qquad R_{22}=\frac{10/9}{20/3}=\frac16 .$$

The rows of $R$ have squared lengths
$$\tfrac19+\tfrac13+\tfrac59=1,\qquad \tfrac13+\tfrac14+\tfrac5{12}=1,\qquad \tfrac59+\tfrac5{12}+\tfrac1{36}=1,$$
and their mutual products are
$$\begin{aligned}
\text{rows }0,1:&\quad \tfrac{\sqrt3}9+\tfrac{\sqrt3}6-\tfrac{5\sqrt3}{18}=0,\\
\text{rows }0,2:&\quad \tfrac{\sqrt5}9-\tfrac{\sqrt5}6+\tfrac{\sqrt5}{18}=0,\\
\text{rows }1,2:&\quad \tfrac{\sqrt{15}}9-\tfrac{\sqrt{15}}{12}-\tfrac{\sqrt{15}}{36}=0.
\end{aligned}$$

## Tensors, spins and overlaps in Lean

```lean
import Mathlib

open Matrix

namespace SpinOneRecoupling

noncomputable section

/-- Real rank-3 tensors, used as real Cartesian components (not necessarily normalized) for three
spins 1. -/
abbrev Tensor := Fin 3 → Fin 3 → Fin 3 → ℝ

/-- The Kronecker delta. -/
def delta (a b : Fin 3) : ℝ := if a = b then 1 else 0

/-- The Levi-Civita symbol; the spin-1 matrices are `S_k = -i ε_k`. -/
def eps : Fin 3 → Fin 3 → Fin 3 → ℝ :=
  ![![![0, 0, 0], ![0, 0, 1], ![0, -1, 0]],
    ![![0, 0, -1], ![0, 0, 0], ![1, 0, 0]],
    ![![0, 1, 0], ![-1, 0, 0], ![0, 0, 0]]]

/-- The generator `ε_k` acting on a vector. -/
def turn (k : Fin 3) (v : Fin 3 → ℝ) (a : Fin 3) : ℝ := ∑ d, eps k a d * v d

/-- The generator `ε_k` acting on the first spin. -/
def rot1 (k : Fin 3) (T : Tensor) : Tensor := fun a b c => ∑ d, eps k a d * T d b c

/-- The generator `ε_k` acting on the second spin. -/
def rot2 (k : Fin 3) (T : Tensor) : Tensor := fun a b c => ∑ d, eps k b d * T a d c

/-- The generator `ε_k` acting on the third spin. -/
def rot3 (k : Fin 3) (T : Tensor) : Tensor := fun a b c => ∑ d, eps k c d * T a b d

/-- The squared spin `∑ S_k²` belonging to the real generators `G_k`, where `S_k = -i G_k`. -/
def spinSq (G : Fin 3 → Tensor → Tensor) (T : Tensor) : Tensor := -∑ k, G k (G k T)

/-- Joint generators of spins 1 and 2. -/
def gen12 (k : Fin 3) (T : Tensor) : Tensor := rot1 k T + rot2 k T

/-- Joint generators of spins 2 and 3. -/
def gen23 (k : Fin 3) (T : Tensor) : Tensor := rot2 k T + rot3 k T

/-- Generators of the total spin. -/
def genTotal (k : Fin 3) (T : Tensor) : Tensor := rot1 k T + rot2 k T + rot3 k T

/-- The tensor `x A + y B + z C` with `A = δ_ab v_c`, `B = δ_bc v_a`, `C = δ_ac v_b`. -/
def coupled (x y z : ℝ) (v : Fin 3 → ℝ) : Tensor := fun a b c =>
  x * (delta a b * v c) + y * (delta b c * v a) + z * (delta a c * v b)

/-- The triple `A`, `B - C`, `B + C - 2A/3`. -/
def pair12 (v : Fin 3 → ℝ) : Fin 3 → Tensor :=
  ![coupled 1 0 0 v, coupled 0 1 (-1) v, coupled (-2 / 3) 1 1 v]

/-- The triple `B`, `A - C`, `A + C - 2B/3`. -/
def pair23 (v : Fin 3 → ℝ) : Fin 3 → Tensor :=
  ![coupled 0 1 0 v, coupled 1 0 (-1) v, coupled 1 (-2 / 3) 1 v]

/-- The full contraction of two real tensors. -/
def overlap (S T : Tensor) : ℝ := ∑ a, ∑ b, ∑ c, S a b c * T a b c

/-- A tensor divided by its length. -/
def normalized (T : Tensor) : Tensor := (√(overlap T T))⁻¹ • T

/-- The lengths `√3`, `2`, `2√3√5/3`. -/
def len : Fin 3 → ℝ := ![√3, 2, 2 * √3 * √5 / 3]

/-- The recoupling table; rows belong to the pair (1,2), columns to the pair (2,3). -/
def table : Matrix (Fin 3) (Fin 3) ℝ :=
  !![1 / 3, 1 / √3, √5 / 3;
     1 / √3, 1 / 2, -√15 / 6;
     √5 / 3, -√15 / 6, 1 / 6]

/-- The squared spin of a pair is expressed by the exchange of its two indices and the trace
over them. -/
theorem spinSq_pair (T : Tensor) (a b c : Fin 3) :
    spinSq gen12 T a b c = 4 * T a b c + 2 * T b a c - 2 * delta a b * ∑ d, T d d c ∧
    spinSq gen23 T a b c = 4 * T a b c + 2 * T a c b - 2 * delta b c * ∑ d, T a d d := by
  constructor
  · fin_cases a <;> fin_cases b <;>
      simp [spinSq, gen12, rot1, rot2, eps, delta, Fin.sum_univ_three] <;> ring
  · fin_cases b <;> fin_cases c <;>
      simp [spinSq, gen23, rot2, rot3, eps, delta, Fin.sum_univ_three] <;> ring

/-- The `j`-th tensor of each triple satisfies the eigenvalue equation of the squared pair spin with
eigenvalue `j(j+1)`, for the pair (1,2) in the first triple and the pair (2,3) in the second. -/
theorem intermediate_spin (v : Fin 3 → ℝ) (j : Fin 3) :
    spinSq gen12 (pair12 v j) = ((j.val : ℝ) * (j.val + 1)) • pair12 v j ∧
    spinSq gen23 (pair23 v j) = ((j.val : ℝ) * (j.val + 1)) • pair23 v j := by
  constructor
  · funext a b c
    rw [(spinSq_pair _ a b c).1]
    fin_cases j <;> fin_cases a <;> fin_cases b <;> fin_cases c <;>
      simp [pair12, coupled, delta, Fin.sum_univ_three] <;> ring
  · funext a b c
    rw [(spinSq_pair _ a b c).2]
    fin_cases j <;> fin_cases a <;> fin_cases b <;> fin_cases c <;>
      simp [pair23, coupled, delta, Fin.sum_univ_three] <;> ring

/-- Applying a total generator to `x A + y B + z C` amounts to applying the generator `ε_k` to the
vector `v`. -/
theorem genTotal_coupled (x y z : ℝ) (v : Fin 3 → ℝ) (k : Fin 3) :
    genTotal k (coupled x y z v) = coupled x y z (turn k v) := by
  funext a b c
  fin_cases k <;> fin_cases a <;> fin_cases b <;> fin_cases c <;>
    simp [genTotal, rot1, rot2, rot3, coupled, turn, eps, delta, Fin.sum_univ_three] <;> ring

/-- Every combination `x A + y B + z C` satisfies the eigenvalue equation of the total squared spin
with eigenvalue `J(J+1)`, where `J = 1`. -/
theorem total_spin_one (x y z : ℝ) (v : Fin 3 → ℝ) :
    spinSq genTotal (coupled x y z v) = ((1 : ℝ) * (1 + 1)) • coupled x y z v := by
  -- the squared spin of the single vector `v`
  have h : ∀ a, turn 0 (turn 0 v) a + turn 1 (turn 1 v) a + turn 2 (turn 2 v) a
      = -2 * v a := by
    intro a
    fin_cases a <;> simp [turn, eps, Fin.sum_univ_three] <;> ring
  funext a b c
  simp only [spinSq, genTotal_coupled, Fin.sum_univ_three, Pi.neg_apply, Pi.add_apply,
    Pi.smul_apply, smul_eq_mul, coupled]
  linear_combination -(x * delta a b) * h c - (y * delta b c) * h a - (z * delta a c) * h b

/-- The Gram form of `A`, `B`, `C`: diagonal overlaps `3 v·v`, mutual overlaps `v·v`. -/
theorem overlap_coupled (x y z x' y' z' : ℝ) (v : Fin 3 → ℝ) :
    overlap (coupled x y z v) (coupled x' y' z' v) =
      (2 * (x * x' + y * y' + z * z') + (x + y + z) * (x' + y' + z')) * (v ⬝ᵥ v) := by
  simp [overlap, coupled, delta, dotProduct, Fin.sum_univ_three]
  ring

/-- If two tensors have positive lengths `p`, `q` and overlap `r p q`, their normalized forms have
overlap `r`. -/
theorem overlap_normalized {S T : Tensor} {p q r : ℝ} (hp : 0 < p) (hq : 0 < q)
    (hS : overlap S S = p ^ 2) (hT : overlap T T = q ^ 2) (h : overlap S T = r * p * q) :
    overlap (normalized S) (normalized T) = r := by
  have lin : ∀ s t : ℝ, overlap (s • S) (t • T) = s * t * overlap S T := by
    intro s t
    simp only [overlap, Pi.smul_apply, smul_eq_mul, Finset.mul_sum]
    refine Finset.sum_congr rfl fun a _ => Finset.sum_congr rfl fun b _ =>
      Finset.sum_congr rfl fun c _ => by ring
  unfold normalized
  rw [lin, hS, hT, Real.sqrt_sq hp.le, Real.sqrt_sq hq.le, h]
  have hp' := hp.ne'
  have hq' := hq.ne'
  field_simp

/-- For a unit vector `v` the tensors of both triples have the positive lengths `len j`. -/
theorem lengths {v : Fin 3 → ℝ} (hv : v ⬝ᵥ v = 1) (j : Fin 3) :
    0 < len j ∧ overlap (pair12 v j) (pair12 v j) = len j ^ 2 ∧
      overlap (pair23 v j) (pair23 v j) = len j ^ 2 := by
  refine ⟨?_, ?_, ?_⟩
  · fin_cases j <;> simp [len]
  · fin_cases j <;> simp [len, pair12, overlap_coupled, hv, mul_pow, div_pow] <;> norm_num
  · fin_cases j <;> simp [len, pair23, overlap_coupled, hv, mul_pow, div_pow] <;> norm_num

/-- For a unit vector `v` each of the two normalized triples is orthonormal. -/
theorem orthonormal_triples {v : Fin 3 → ℝ} (hv : v ⬝ᵥ v = 1) (i j : Fin 3) :
    overlap (normalized (pair12 v i)) (normalized (pair12 v j))
      = (1 : Matrix (Fin 3) (Fin 3) ℝ) i j ∧
    overlap (normalized (pair23 v i)) (normalized (pair23 v j))
      = (1 : Matrix (Fin 3) (Fin 3) ℝ) i j := by
  obtain ⟨pi, ai, bi⟩ := lengths hv i
  obtain ⟨pj, aj, bj⟩ := lengths hv j
  by_cases hij : i = j
  · subst hij
    exact ⟨overlap_normalized pi pi ai ai (by rw [ai, Matrix.one_apply_eq]; ring),
      overlap_normalized pi pi bi bi (by rw [bi, Matrix.one_apply_eq]; ring)⟩
  · rw [Matrix.one_apply_ne hij]
    constructor
    · refine overlap_normalized pi pj ai aj ?_
      rw [zero_mul, zero_mul]
      fin_cases i <;> fin_cases j <;> first
        | exact absurd rfl hij
        | (simp [pair12, overlap_coupled, hv] <;> norm_num)
    · refine overlap_normalized pi pj bi bj ?_
      rw [zero_mul, zero_mul]
      fin_cases i <;> fin_cases j <;> first
        | exact absurd rfl hij
        | (simp [pair23, overlap_coupled, hv] <;> norm_num)

/-- Recoupling of three spins 1 at `J = 1`: for a unit vector `v` the overlaps between the two
normalized triples are the entries of `table`. -/
theorem recoupling {v : Fin 3 → ℝ} (hv : v ⬝ᵥ v = 1) (i j : Fin 3) :
    overlap (normalized (pair12 v i)) (normalized (pair23 v j)) = table i j := by
  obtain ⟨pi, ai, -⟩ := lengths hv i
  obtain ⟨pj, -, bj⟩ := lengths hv j
  refine overlap_normalized pi pj ai bj ?_
  have hs : √3 * √3 = (3 : ℝ) := Real.mul_self_sqrt (by norm_num)
  have ht : √5 * √5 = (5 : ℝ) := Real.mul_self_sqrt (by norm_num)
  have hst : √3 * √3 * (√5 * √5) = (15 : ℝ) := by rw [hs, ht]; norm_num
  have h3 : (√3)⁻¹ = √3 / 3 := by
    rw [inv_eq_iff_eq_inv, inv_div, eq_div_iff (by positivity), hs]
  have h15 : √15 = √3 * √5 := by
    rw [← Real.sqrt_mul (by norm_num)]; norm_num
  fin_cases i <;> fin_cases j <;>
    simp [pair12, pair23, len, table, overlap_coupled, hv, h3, h15] <;>
    nlinarith [hs, ht, hst]

/-- The recoupling table is an orthogonal matrix. -/
theorem table_orthogonal : table * tableᵀ = 1 := by
  have hs : √3 * √3 = (3 : ℝ) := Real.mul_self_sqrt (by norm_num)
  have ht : √5 * √5 = (5 : ℝ) := Real.mul_self_sqrt (by norm_num)
  have hst : √3 * √3 * (√5 * √5) = (15 : ℝ) := by rw [hs, ht]; norm_num
  have h1 : √3 * (√5 * √5) = √3 * 5 := by rw [ht]
  have h2 : √3 * √3 * √5 = 3 * √5 := by rw [hs]
  have h3 : (√3)⁻¹ = √3 / 3 := by
    rw [inv_eq_iff_eq_inv, inv_div, eq_div_iff (by positivity), hs]
  have h15 : √15 = √3 * √5 := by
    rw [← Real.sqrt_mul (by norm_num)]; norm_num
  ext i j
  fin_cases i <;> fin_cases j <;>
    simp [table, Matrix.mul_apply, Fin.sum_univ_three, h3, h15] <;>
    nlinarith [hs, ht, hst, h1, h2]

end

end SpinOneRecoupling
```

```lean
#print axioms SpinOneRecoupling.total_spin_one
-- 'SpinOneRecoupling.total_spin_one' depends on axioms: [propext, Classical.choice, Quot.sound]
#print axioms SpinOneRecoupling.orthonormal_triples
-- 'SpinOneRecoupling.orthonormal_triples' depends on axioms: [propext, Classical.choice, Quot.sound]
#print axioms SpinOneRecoupling.recoupling
-- 'SpinOneRecoupling.recoupling' depends on axioms: [propext, Classical.choice, Quot.sound]
#print axioms SpinOneRecoupling.table_orthogonal
-- 'SpinOneRecoupling.table_orthogonal' depends on axioms: [propext, Classical.choice, Quot.sound]
```

## How the Lean proof follows the calculation

`spinSq_pair` is the exchange-and-trace formula for both pairs. Where the hand derivation contracts two Levi-Civita symbols, Lean runs through the values of the two pair indices with `fin_cases`, expands the sums and compares polynomials with `ring`. `intermediate_spin` rewrites with this formula and checks each component of each tensor.

`genTotal_coupled` states that a total generator acts on $xA+yB+zC$ by acting on $v$. In `total_spin_one` this is used twice, once for each generator in the square. The auxiliary statement `h` is $\sum_k\varepsilon_k^2v=-2v$, and `linear_combination` applies it to the vector factor in each of $A$, $B$ and $C$.

`overlap_coupled` is the general overlap formula, with the factor $v\cdot v$ still present. `lengths` applies it to the members of both triples and also records that the lengths are positive. `overlap_normalized` carries out the division: if the lengths $p$ and $q$ are positive and the overlap is $rpq$, the normalized tensors have overlap $r$.

`orthonormal_triples` separates equal from different indices. Equal indices need only the length, while different ones reduce to the vanishing overlaps computed above. `recoupling` uses `overlap_normalized` to turn each entry into the equation "unnormalized overlap equals $R_{ij}$ times the two lengths". It then writes $1/\sqrt3$ as $\sqrt3/3$ and $\sqrt{15}$ as $\sqrt3\sqrt5$, and the nine cases are closed by `simp` and, where something remains, by `nlinarith` with the squares of the roots.

`table_orthogonal` treats the roots in the same way and checks the nine entries of $RR^{\mathsf T}$ directly, without using the tensors.
